# Löwdin orbitals are the closest orthonormal set in Frobenius distance

## Question

Let the columns of a real or complex matrix A hold the coefficients of N orbitals in a finite orthonormal basis, and let ᴴ denote the conjugate transpose. The overlap matrix is S = AᴴA, a coefficient matrix W is an orthonormal set when WᴴW = 1, and the Frobenius norm is

‖A‖² = Σ_i Σ_j |A_ij|².

The claim is that if A = U H with U orthonormal and H positive semidefinite, then ‖A − U‖ ≤ ‖A − W‖ for every orthonormal W, and that the Löwdin orbitals A S^(−1/2) are, when S is invertible (the orbitals are linearly independent), the unique closest orthonormal set. How can this be stated and proved in Lean 4 with Mathlib, including the case of a real square A with U and W orthogonal?

## Answer

### Modelling choices

The scalars are a type `𝕜` with `RCLike 𝕜`, which covers ℝ and ℂ. Rows are indexed by a finite type `m` (basis functions, index i) and columns by a finite type `n` with N elements (orbitals, indices j and k). `frobSq A` is ‖A‖², `frobDist A B` is ‖A − B‖, `overlap A` is S, and `Orthonormal' U` says `overlap U = 1`. The squared distance ‖A − W‖² is the sum over j of the squared distances between orbital j of A and orbital j of W, so the ordering of the columns is part of the comparison. Only UᴴU = 1 is required, not UUᴴ = 1, so the basis may be larger than the orbital set, and W may leave the span of the columns of A.

`H.PosSemidef` says that H is Hermitian (symmetric in the real case) and xᴴHx ≥ 0 for all x; `H.PosDef` has xᴴHx > 0 for x ≠ 0. `loewdin A H` is A H⁻¹. Mathlib sets the inverse of a singular matrix to zero, but every theorem about `loewdin` assumes `H.PosDef`.

The main theorems read as follows. `polar_factor_closest`: from A = U H, U and W orthonormal and H semidefinite follows ‖A − U‖ ≤ ‖A − W‖. `polar_factor_strictly_closest`: with H definite and W ≠ U the inequality is strict. `loewdin_closest`: if H is positive definite with `H * H = overlap A`, so that H = S^(1/2), then A H⁻¹ is at least as close to A as any orthonormal W, with equality exactly when W = A H⁻¹. `real_polar_factor_closest` is the real square case with `Uᵀ * U = 1` and `Wᵀ * W = 1`.

The factorisation A = U H and the square root H are hypotheses: their existence is assumed, not derived. The basis is finite, the only norm treated is the Frobenius norm, and uniqueness is stated only for definite H.

### Derivation by hand

Summing the diagonal of AᴴA gives

‖A‖² = Re tr(AᴴA).

With A = UH, Hᴴ = H, UᴴU = 1 and WᴴW = 1, expansion of (UH − W)ᴴ(UH − W) gives

‖UH − W‖² = Re[tr H² − tr(H UᴴW) − tr(WᴴU H) + N],

and the same formula at W = U is

‖UH − U‖² = Re[tr H² − 2 tr H + N].

Set D = U − W. Then DᴴD = 2·1 − UᴴW − WᴴU, and cyclicity of the trace gives

tr(D H Dᴴ) = tr(DᴴD H) = 2 tr H − tr(UᴴW H) − tr(WᴴU H).

Since tr(H UᴴW) = tr(UᴴW H), subtracting the two norms yields the exact identity

‖UH − W‖² = ‖UH − U‖² + Re tr(D H Dᴴ).

Let x_i be the column vector with components conj(D_ik), the complex conjugate of row i of D. Written out,

tr(D H Dᴴ) = Σ_i Σ_j Σ_k D_ij H_jk conj(D_ik) = Σ_i x_iᴴ H x_i.

For semidefinite H every term is nonnegative, so the excess is nonnegative. For definite H and W ≠ U some row of D is nonzero, its term is positive, and the excess is positive. Square roots preserve both inequalities.

Finally let H be positive definite with H² = AᴴA, and put U = A H⁻¹. H is invertible and H⁻¹ is Hermitian, so

UᴴU = H⁻¹ AᴴA H⁻¹ = H⁻¹ H² H⁻¹ = 1,

U H = A H⁻¹ H = A,

and both inequalities apply to the Löwdin orbitals.

### The Lean file

```lean
import Mathlib

open Matrix Finset
open scoped ComplexOrder

namespace LoewdinClosest

noncomputable section

variable {𝕜 : Type*} [RCLike 𝕜] {m n : Type*} [Fintype m] [Fintype n] [DecidableEq n]

/-- Squared Frobenius norm: the sum of the squared moduli of all matrix entries. -/
def frobSq (A : Matrix m n 𝕜) : ℝ := ∑ i, ∑ j, ‖A i j‖ ^ 2

/-- Frobenius distance between two orbital coefficient matrices. -/
def frobDist (A B : Matrix m n 𝕜) : ℝ := Real.sqrt (frobSq (A - B))

/-- Overlap matrix `S = Aᴴ A` of the orbitals stored as the columns of `A`. -/
def overlap (A : Matrix m n 𝕜) : Matrix n n 𝕜 := Aᴴ * A

/-- The columns of `U` are orthonormal orbitals: their overlap matrix is the identity. -/
def Orthonormal' (U : Matrix m n 𝕜) : Prop := overlap U = 1

/-- The orbitals `A H⁻¹`; for `H` the positive definite square root of the overlap matrix these
are the Löwdin orbitals `A S^(-1/2)`. -/
def loewdin (A : Matrix m n 𝕜) (H : Matrix n n 𝕜) : Matrix m n 𝕜 := A * H⁻¹

omit [DecidableEq n] in
/-- The squared Frobenius norm is the real part of the trace of `Aᴴ A`. -/
theorem frobSq_eq_trace (A : Matrix m n 𝕜) : frobSq A = RCLike.re (trace (Aᴴ * A)) := by
  simp only [frobSq, Matrix.trace, Matrix.diag_apply, Matrix.mul_apply,
    Matrix.conjTranspose_apply, map_sum]
  rw [Finset.sum_comm]
  refine Finset.sum_congr rfl fun i _ => Finset.sum_congr rfl fun j _ => ?_
  rw [RCLike.star_def, RCLike.conj_mul, ← RCLike.ofReal_pow, RCLike.ofReal_re]

omit [DecidableEq n] in
/-- The trace of `D H Dᴴ` is the sum of the quadratic form of `H` over the conjugated rows
of `D`. -/
theorem trace_eq_sum_rows (D : Matrix m n 𝕜) (H : Matrix n n 𝕜) :
    trace (D * H * Dᴴ) = ∑ i, star (star (D i)) ⬝ᵥ H *ᵥ star (D i) := by
  rw [Matrix.mul_assoc]
  simp only [Matrix.trace, Matrix.diag_apply, Matrix.mul_apply, dotProduct, Matrix.mulVec,
    Matrix.conjTranspose_apply, star_star, Pi.star_apply]

/-- For orthonormal `U`, `W` and Hermitian `H`, the squared distance from `U H` to `W` equals
the squared distance from `U H` to `U` plus the real part of `tr((U - W) H (U - W)ᴴ)`. -/
theorem excess_identity {U W : Matrix m n 𝕜} {H : Matrix n n 𝕜} (hU : Orthonormal' U)
    (hW : Orthonormal' W) (hH : H.IsHermitian) :
    frobSq (U * H - W)
      = frobSq (U * H - U) + RCLike.re (trace ((U - W) * H * (U - W)ᴴ)) := by
  have hU1 : Uᴴ * U = 1 := hU
  have hW1 : Wᴴ * W = 1 := hW
  have hU2 : ∀ X : Matrix n n 𝕜, Uᴴ * (U * X) = X := fun X => by
    rw [← Matrix.mul_assoc, hU1, Matrix.one_mul]
  -- cyclicity of the trace for the cross term
  have hc : trace (H * (Uᴴ * W)) = trace (Uᴴ * (W * H)) := by
    rw [Matrix.trace_mul_comm, Matrix.mul_assoc]
  rw [frobSq_eq_trace, frobSq_eq_trace, ← map_add, Matrix.trace_mul_cycle (U - W) H]
  congr 1
  -- expand all three traces and use orthonormality
  simp only [conjTranspose_sub, conjTranspose_mul, hH.eq, Matrix.sub_mul, Matrix.mul_sub,
    Matrix.mul_assoc, hU1, hW1, hU2, Matrix.mul_one, Matrix.one_mul, trace_sub]
  linear_combination (-1 : 𝕜) * hc

/-- If `A = U H` with `U` orthonormal and `H` positive semidefinite, no orthonormal set `W`
is closer to `A` in Frobenius distance than `U`. -/
theorem polar_factor_closest {A U W : Matrix m n 𝕜} {H : Matrix n n 𝕜} (hA : A = U * H)
    (hU : Orthonormal' U) (hH : H.PosSemidef) (hW : Orthonormal' W) :
    frobDist A U ≤ frobDist A W := by
  subst hA
  -- the excess term is a sum of nonnegative quadratic forms
  have h : 0 ≤ RCLike.re (trace ((U - W) * H * (U - W)ᴴ)) := by
    rw [trace_eq_sum_rows, map_sum]
    exact Finset.sum_nonneg fun i _ =>
      (RCLike.nonneg_iff.mp (hH.dotProduct_mulVec_nonneg _)).1
  have e := excess_identity hU hW hH.isHermitian
  unfold frobDist
  apply Real.sqrt_le_sqrt
  linarith

/-- If `A = U H` with `U` orthonormal and `H` positive definite, every orthonormal set `W`
other than `U` is strictly farther from `A` than `U`. -/
theorem polar_factor_strictly_closest {A U W : Matrix m n 𝕜} {H : Matrix n n 𝕜}
    (hA : A = U * H) (hU : Orthonormal' U) (hH : H.PosDef) (hW : Orthonormal' W)
    (hne : W ≠ U) : frobDist A U < frobDist A W := by
  subst hA
  -- some row of `U - W` is nonzero
  have hrow : ∃ i, (U - W) i ≠ 0 := by
    by_contra hcon
    apply hne
    have h0 : U - W = 0 := by
      ext i j
      have hi : (U - W) i = 0 := by
        by_contra hi
        exact hcon ⟨i, hi⟩
      exact congrFun hi j
    exact (sub_eq_zero.mp h0).symm
  obtain ⟨i, hi⟩ := hrow
  have h : 0 < RCLike.re (trace ((U - W) * H * (U - W)ᴴ)) := by
    rw [trace_eq_sum_rows, map_sum]
    refine Finset.sum_pos' (fun k _ =>
      (RCLike.nonneg_iff.mp (hH.posSemidef.dotProduct_mulVec_nonneg _)).1)
      ⟨i, Finset.mem_univ i, (RCLike.pos_iff.mp ?_).1⟩
    apply hH.dotProduct_mulVec_pos
    exact star_ne_zero.mpr hi
  have e := excess_identity hU hW hH.isHermitian
  have h0 : 0 ≤ frobSq (U * H - U) := by
    unfold frobSq
    positivity
  unfold frobDist
  apply Real.sqrt_lt_sqrt h0
  linarith

/-- If `H` is a positive definite square root of the overlap matrix of `A`, the Löwdin orbitals
`A H⁻¹` are orthonormal and `A` is their product with `H`. -/
theorem loewdin_polar {A : Matrix m n 𝕜} {H : Matrix n n 𝕜} (hH : H.PosDef)
    (hS : H * H = overlap A) : Orthonormal' (loewdin A H) ∧ A = loewdin A H * H := by
  have hd : IsUnit H.det := (Matrix.isUnit_iff_isUnit_det H).mp hH.isUnit
  have h1 : H * H⁻¹ = 1 := Matrix.mul_nonsing_inv H hd
  have h2 : H⁻¹ * H = 1 := Matrix.nonsing_inv_mul H hd
  have hS' : Aᴴ * A = H * H := hS.symm
  constructor
  · show (A * H⁻¹)ᴴ * (A * H⁻¹) = 1
    -- `S^(-1/2) S S^(-1/2) = 1`
    rw [conjTranspose_mul, conjTranspose_nonsing_inv, hH.isHermitian.eq, Matrix.mul_assoc,
      ← Matrix.mul_assoc Aᴴ, hS', Matrix.mul_assoc H, h1, Matrix.mul_one, h2]
  · show A = A * H⁻¹ * H
    rw [Matrix.mul_assoc, h2, Matrix.mul_one]

/-- With `H` a positive definite square root of the overlap matrix of `A`, the Löwdin orbitals
are at least as close to `A` as any orthonormal set `W`, with equality exactly when `W` is the
Löwdin set. -/
theorem loewdin_closest {A W : Matrix m n 𝕜} {H : Matrix n n 𝕜} (hH : H.PosDef)
    (hS : H * H = overlap A) (hW : Orthonormal' W) :
    frobDist A (loewdin A H) ≤ frobDist A W ∧
      (frobDist A (loewdin A H) = frobDist A W ↔ W = loewdin A H) := by
  obtain ⟨hU, hA⟩ := loewdin_polar hH hS
  refine ⟨polar_factor_closest hA hU hH.posSemidef hW, fun h => ?_, fun h => by rw [h]⟩
  by_contra hne
  exact (polar_factor_strictly_closest hA hU hH hW hne).ne h

/-- Real square case: if `A = U H` with `U` orthogonal and `H` symmetric positive semidefinite,
the Frobenius distance from `A` to any orthogonal `W` is at least that from `A` to `U`. -/
theorem real_polar_factor_closest {A U W H : Matrix n n ℝ} (hA : A = U * H)
    (hU : Uᵀ * U = 1) (hH : H.PosSemidef) (hW : Wᵀ * W = 1) :
    frobDist A U ≤ frobDist A W := by
  refine polar_factor_closest hA ?_ hH ?_
  · show Uᴴ * U = 1
    rw [conjTranspose_eq_transpose_of_trivial, hU]
  · show Wᴴ * W = 1
    rw [conjTranspose_eq_transpose_of_trivial, hW]

/-- Two non-orthogonal real orbitals `A` factor as a quarter-turn rotation times a
non-diagonal positive definite `H` whose square is the overlap matrix of `A`. -/
theorem polar_witness :
    (!![-1, -2; 2, 1] : Matrix (Fin 2) (Fin 2) ℝ) = !![0, -1; 1, 0] * !![2, 1; 1, 2] ∧
    Orthonormal' (!![0, -1; 1, 0] : Matrix (Fin 2) (Fin 2) ℝ) ∧
    (!![2, 1; 1, 2] : Matrix (Fin 2) (Fin 2) ℝ).PosDef ∧
    (!![2, 1; 1, 2] : Matrix (Fin 2) (Fin 2) ℝ) * !![2, 1; 1, 2]
      = overlap (!![-1, -2; 2, 1] : Matrix (Fin 2) (Fin 2) ℝ) := by
  refine ⟨?_, ?_, ?_, ?_⟩
  · ext i j
    fin_cases i <;> fin_cases j <;> norm_num [Matrix.mul_apply, Fin.sum_univ_two]
  · unfold Orthonormal' overlap
    ext i j
    fin_cases i <;> fin_cases j <;> simp [Matrix.mul_apply, Fin.sum_univ_two]
  · rw [Matrix.posDef_iff_dotProduct_mulVec]
    refine ⟨?_, fun x hx => ?_⟩
    · ext i j
      fin_cases i <;> fin_cases j <;> simp
    · have e : star x ⬝ᵥ (!![2, 1; 1, 2] : Matrix (Fin 2) (Fin 2) ℝ) *ᵥ x
          = x 0 ^ 2 + x 1 ^ 2 + (x 0 + x 1) ^ 2 := by
        simp [dotProduct, Matrix.mulVec, Fin.sum_univ_two]
        ring
      rw [e]
      by_contra hcon
      have hle := not_lt.mp hcon
      have h0 : x 0 ^ 2 = 0 := by
        nlinarith [sq_nonneg (x 0), sq_nonneg (x 1), sq_nonneg (x 0 + x 1)]
      have h1 : x 1 ^ 2 = 0 := by
        nlinarith [sq_nonneg (x 0), sq_nonneg (x 1), sq_nonneg (x 0 + x 1)]
      apply hx
      funext i
      fin_cases i
      · simpa using h0
      · simpa using h1
  · unfold overlap
    ext i j
    fin_cases i <;> fin_cases j <;>
      norm_num [Matrix.mul_apply, Fin.sum_univ_two, Matrix.conjTranspose_apply]

end

end LoewdinClosest
```

```lean
#print axioms LoewdinClosest.loewdin_closest
#print axioms LoewdinClosest.real_polar_factor_closest
```

```
'LoewdinClosest.loewdin_closest' depends on axioms: [propext, Classical.choice, Quot.sound]
'LoewdinClosest.real_polar_factor_closest' depends on axioms: [propext, Classical.choice, Quot.sound]
```

### How the proof follows the derivation

`frobSq_eq_trace` is the first equation: the double sum is reordered and conj(z) z is rewritten as |z|². `trace_eq_sum_rows` is the row decomposition, with `star (D i)` as x_i. In `excess_identity`, `Matrix.trace_mul_cycle` moves Dᴴ to the front and `congr 1` strips off the real part, so the identity is checked between the traces themselves. The `simp only` call does the expansion with `hU1` and `hW1`, and `linear_combination` closes the gap with `hc`, which is tr(H UᴴW) = tr(UᴴW H).

`polar_factor_closest` bounds the excess term by term with `Finset.sum_nonneg`. The strict version finds a nonzero row (`hrow`) and uses `Finset.sum_pos'`, which needs all terms nonnegative and one positive. `loewdin_polar` is the last pair of equations, and `loewdin_closest` combines it with the two inequalities. The real case replaces ᴴ by ᵀ.

`polar_witness` checks a 2×2 real example: A has columns (−1, 2) and (−2, 1), U is a quarter-turn rotation, and H has diagonal entries 2 and off-diagonal entries 1, with A = UH and H² = AᵀA. Definiteness comes from xᵀHx = x₀² + x₁² + (x₀ + x₁)², with components numbered from 0 as in Lean. The columns of A have norm √5 and inner product 4, so the normalised orbitals have overlap 4/5; normalising replaces H by H/√5 and leaves U unchanged.

### Remarks

In electronic structure the result says that, within a finite basis and among orthonormal sets of the same size, symmetric orthogonalisation moves the given functions least in the summed squared distance. The remarks below are ordinary mathematics and practice, with no Lean theorem behind them.

A different model would assume only that the columns of A are linearly independent and would construct S^(1/2) from the spectral theorem. The statement would then lose the argument H and would include the existence of the Löwdin orbitals, at the price of proving that S is positive definite and that its constructed root is too.

In a Hartree–Fock code A is usually not formed. When symmetric orthogonalisation is chosen (canonical orthogonalisation and Cholesky factorisation of S are common alternatives), the atomic-orbital overlap matrix is diagonalised as S = V s Vᴴ, with V unitary and s the diagonal matrix of eigenvalues, and X = V s^(−1/2) Vᴴ plays the part of H⁻¹. A Fock matrix F is transformed to XᴴFX, and Löwdin populations are read from the diagonal of S^(1/2) P S^(1/2), with P the density matrix. Very small eigenvalues of S signal near linear dependence, where H is close to losing definiteness.

The same algebra gives a statement about overlaps. The two cross terms are complex conjugates of each other and WᴴUH = WᴴA, so

Re tr(D H Dᴴ) = 2 Re tr H − 2 Re tr(WᴴA).

Nonnegativity of the excess therefore means Re tr(WᴴA) ≤ Re tr H: the summed real overlap between column j of W and column j of A is largest at W = U.
